# The effective barrier of a patchy Schottky contact never exceeds its mean and falls on cooling to the smallest barrier

If a device simulation gives a patchy metal–semiconductor contact its area-averaged barrier, it underestimates the thermionic saturation current whenever the patch barriers differ. The ratio of true to computed current grows on cooling. The bounds below fix the sign of this error for purely thermionic emission through finitely many independent patches with a common Richardson prefactor and temperature-independent barriers.

## Mean bound, monotonicity and cold limit

Patch $i$ has barrier $\varphi_i$ and area fraction $w_i>0$, with $\sum_i w_i=1$. Let $\beta=1/k_BT>0$. The patches conduct in parallel with a common Richardson prefactor, so the contact is described by

$$Z(\beta)=\sum_i w_i e^{-\beta\varphi_i},\qquad F(\beta)=-\frac1\beta\ln Z(\beta).$$

The effective barrier $F$ is at most $m=\sum_i w_i\varphi_i$, is nonincreasing in $\beta$, and tends to the smallest $\varphi_i$ as $\beta\to\infty$. If two barriers differ, the bound and the decrease are strict.

## Use in contact models and log-sum evaluation

A code that replaces the patches by one uniform contact needs $F(\beta)$ at each temperature; with the Richardson prefactor held fixed, a constant barrier matches the current at one temperature at most when the patch barriers differ. The sum can underflow at large $\beta$. Measuring energies from the smallest barrier avoids this, because every exponential is then at most one and one of them equals one.

## Derivation from a shifted reference barrier

By definition $Z=e^{-\beta F}$. Multiplying by $e^{\beta c}$ gives, for any reference barrier $c$,

$$\sum_i w_i e^{-\beta(\varphi_i-c)}=e^{\beta(c-F(\beta))}.\tag{1}$$

If the left side exceeds one, then $F(\beta)<c$.

**Mean bound.** Take $c=m$ and use $e^x\ge 1+x$, strict for $x\neq0$:

$$\sum_i w_i e^{-\beta(\varphi_i-m)}\ge\sum_i w_i\,[1-\beta(\varphi_i-m)]=1.$$

If two barriers differ, some $\varphi_k\ne m$, the inequality is strict, and $F(\beta)<m$.

**Monotonicity.** Let $0<a<b$, $c=F(a)$, $r=b/a>1$ and $y_i=e^{-a(\varphi_i-c)}$. By (1) at $\beta=a$, $\sum_i w_iy_i=1$. Bernoulli's inequality $y^r\ge1+r(y-1)$, strict for $y\ne1$, gives

$$\sum_i w_ie^{-b(\varphi_i-c)}=\sum_i w_iy_i^r\ge1+r\Big(\sum_i w_iy_i-1\Big)=1.$$

With two different barriers this is strict, so $F(b)<F(a)$. If all barriers equal $c$, then $Z=e^{-\beta c}$ and $F=c$, which settles the non-strict cases.

**Cold limit.** Let $\varphi_k$ be the smallest barrier and take $c=\varphi_k$. The sum in (1) is at least its $k$-th term $w_k$ and at most one. Taking logarithms,

$$\varphi_k\le F(\beta)\le\varphi_k-\frac{\ln w_k}{\beta},$$

and both ends tend to $\varphi_k$. For a single patch, $w_k=1$ and both ends coincide at every temperature.

**Hot limit.** Since $Z(0)=1$ and $Z'(0)=-m$, $\ln Z$ has slope $-m$ at zero. As $F(\beta)=-[\ln Z(\beta)-\ln Z(0)]/\beta$, it tends to $m$ as $\beta\to0^+$.

## Lean source

```lean
import Mathlib

open Filter Topology

namespace InhomogeneousSchottky

noncomputable section

variable {ι : Type*} [Fintype ι] {w φ : ι → ℝ} {β : ℝ}

/-- The Boltzmann factor of a patchy contact: patches with area weights `w i` and barriers
`φ i` conduct in parallel at inverse temperature `β`. -/
def thermionicFactor (w φ : ι → ℝ) (β : ℝ) : ℝ :=
  ∑ i, w i * Real.exp (-β * φ i)

/-- The effective barrier `-(1/β) ln ∑ w i exp(-β φ i)` of a patchy contact, meant for
inverse temperatures `β > 0`. -/
def effectiveBarrier (w φ : ι → ℝ) (β : ℝ) : ℝ :=
  -(1 / β) * Real.log (thermionicFactor w φ β)

/-- For positive weights summing to one and `β > 0`, the patch currents measured relative to a
reference barrier `c` add up to that of a single uniform contact with the effective barrier. -/
theorem relative_current (hw : ∀ i, 0 < w i) (h1 : ∑ i, w i = 1) (hβ : 0 < β) (c : ℝ) :
    ∑ i, w i * Real.exp (-β * (φ i - c)) =
      Real.exp (β * (c - effectiveBarrier w φ β)) := by
  have hne : Nonempty ι := by
    by_contra h
    rw [not_nonempty_iff] at h
    simp at h1
  have hpos : 0 < thermionicFactor w φ β :=
    Finset.sum_pos (fun i _ => mul_pos (hw i) (Real.exp_pos _)) Finset.univ_nonempty
  -- the effective barrier reproduces the total Boltzmann factor
  have h : Real.exp (-β * effectiveBarrier w φ β) = thermionicFactor w φ β := by
    have e : -β * effectiveBarrier w φ β
        = (β * (1 / β)) * Real.log (thermionicFactor w φ β) := by
      unfold effectiveBarrier
      ring
    rw [e, mul_one_div_cancel hβ.ne', one_mul, Real.exp_log hpos]
  rw [show β * (c - effectiveBarrier w φ β) = β * c + -β * effectiveBarrier w φ β by ring,
    Real.exp_add, h, thermionicFactor, Finset.mul_sum]
  refine Finset.sum_congr rfl fun i _ => ?_
  rw [show -β * (φ i - c) = β * c + -β * φ i by ring, Real.exp_add]
  ring

/-- For positive weights summing to one and `β > 0`, a contact that passes more current than a
uniform contact of barrier `c` has an effective barrier below `c`. -/
theorem effectiveBarrier_lt (hw : ∀ i, 0 < w i) (h1 : ∑ i, w i = 1) (hβ : 0 < β) {c : ℝ}
    (h : 1 < ∑ i, w i * Real.exp (-β * (φ i - c))) : effectiveBarrier w φ β < c := by
  rw [relative_current hw h1 hβ, Real.one_lt_exp_iff] at h
  have := (mul_pos_iff_of_pos_left hβ).1 h
  linarith

/-- If all patches have the same barrier `c` and the weights sum to one, the effective barrier
at `β > 0` is `c`. -/
theorem effectiveBarrier_uniform (h1 : ∑ i, w i = 1) (hβ : 0 < β) (c : ℝ) :
    effectiveBarrier w (fun _ => c) β = c := by
  unfold effectiveBarrier thermionicFactor
  rw [← Finset.sum_mul, h1, one_mul, Real.log_exp]
  field_simp

/-- For positive weights summing to one and `β > 0`, if two patches have different barriers,
the effective barrier lies strictly below the mean barrier. -/
theorem effectiveBarrier_lt_mean (hw : ∀ i, 0 < w i) (h1 : ∑ i, w i = 1) (hβ : 0 < β)
    {i j : ι} (hij : φ i ≠ φ j) : effectiveBarrier w φ β < ∑ i, w i * φ i := by
  obtain ⟨m, hm⟩ : ∃ m, m = ∑ i, w i * φ i := ⟨_, rfl⟩
  rw [← hm]
  obtain ⟨k, hk⟩ : ∃ k, φ k ≠ m := by
    by_contra! h
    exact hij ((h i).trans (h j).symm)
  apply effectiveBarrier_lt hw h1 hβ
  -- the linear terms average to zero around the mean
  have hlin : ∑ i, w i * (-β * (φ i - m) + 1) = 1 := by
    have e : ∑ i, w i * (-β * (φ i - m) + 1)
        = -β * ∑ i, w i * φ i + (β * m + 1) * ∑ i, w i := by
      rw [Finset.mul_sum, Finset.mul_sum, ← Finset.sum_add_distrib]
      exact Finset.sum_congr rfl fun i _ => by ring
    rw [e, ← hm, h1]
    ring
  calc (1 : ℝ) = ∑ i, w i * (-β * (φ i - m) + 1) := hlin.symm
    _ < ∑ i, w i * Real.exp (-β * (φ i - m)) := by
      refine Finset.sum_lt_sum
        (fun i _ => mul_le_mul_of_nonneg_left (Real.add_one_le_exp _) (hw i).le)
        ⟨k, Finset.mem_univ k, mul_lt_mul_of_pos_left (Real.add_one_lt_exp ?_) (hw k)⟩
      exact mul_ne_zero (neg_ne_zero.2 hβ.ne') (sub_ne_zero.2 hk)

/-- For positive weights summing to one, if two patches have different barriers, the effective
barrier strictly decreases with inverse temperature on `β > 0`. -/
theorem effectiveBarrier_strictAntiOn (hw : ∀ i, 0 < w i) (h1 : ∑ i, w i = 1)
    {i j : ι} (hij : φ i ≠ φ j) : StrictAntiOn (effectiveBarrier w φ) (Set.Ioi 0) := by
  intro a ha b hb hab
  have ha : 0 < a := ha
  have hb : 0 < b := hb
  have hnorm := relative_current (φ := φ) hw h1 ha (effectiveBarrier w φ a)
  rw [sub_self, mul_zero, Real.exp_zero] at hnorm
  obtain ⟨c, hc⟩ : ∃ c, c = effectiveBarrier w φ a := ⟨_, rfl⟩
  rw [← hc] at hnorm ⊢
  obtain ⟨k, hk⟩ : ∃ k, φ k ≠ c := by
    by_contra! h
    exact hij ((h i).trans (h j).symm)
  apply effectiveBarrier_lt hw h1 hb
  -- Bernoulli's inequality with exponent b / a > 1, patch by patch
  have hB : ∀ l, φ l ≠ c →
      1 + b / a * (Real.exp (-a * (φ l - c)) - 1) < Real.exp (-b * (φ l - c)) := by
    intro l hl
    have hx : -a * (φ l - c) ≠ 0 := mul_ne_zero (neg_ne_zero.2 ha.ne') (sub_ne_zero.2 hl)
    have h := one_add_mul_self_lt_rpow_one_add
      (s := Real.exp (-a * (φ l - c)) - 1) (by linarith [Real.exp_pos (-a * (φ l - c))])
      (sub_ne_zero.2 (fun h => hx (Real.exp_eq_one_iff _ |>.1 h))) ((one_lt_div ha).2 hab)
    have e : -a * (φ l - c) * (b / a) = -b * (φ l - c) := by
      field_simp
    rwa [add_sub_cancel, ← Real.exp_mul, e] at h
  have hlin : ∑ l, w l * (1 + b / a * (Real.exp (-a * (φ l - c)) - 1)) = 1 := by
    have e : ∑ l, w l * (1 + b / a * (Real.exp (-a * (φ l - c)) - 1))
        = (1 - b / a) * ∑ l, w l + b / a * ∑ l, w l * Real.exp (-a * (φ l - c)) := by
      rw [Finset.mul_sum, Finset.mul_sum, ← Finset.sum_add_distrib]
      exact Finset.sum_congr rfl fun l _ => by ring
    rw [e, h1, hnorm]
    ring
  rw [← hlin]
  refine Finset.sum_lt_sum (fun l _ => mul_le_mul_of_nonneg_left ?_ (hw l).le)
    ⟨k, Finset.mem_univ k, mul_lt_mul_of_pos_left (hB k hk) (hw k)⟩
  by_cases hl : φ l = c
  · simp [hl]
  · exact (hB l hl).le

/-- For positive weights summing to one and `β > 0`, the effective barrier exceeds the barrier
of any patch `k` by at most `-ln(w k)/β`. -/
theorem effectiveBarrier_le_patch (hw : ∀ i, 0 < w i) (h1 : ∑ i, w i = 1) (hβ : 0 < β)
    (k : ι) : effectiveBarrier w φ β ≤ φ k - Real.log (w k) / β := by
  -- keep only the current through patch k
  have h := Finset.single_le_sum (f := fun i => w i * Real.exp (-β * (φ i - φ k)))
    (fun i _ => (mul_pos (hw i) (Real.exp_pos _)).le) (Finset.mem_univ k)
  simp only [sub_self, mul_zero, Real.exp_zero, mul_one] at h
  rw [relative_current hw h1 hβ] at h
  have hl := Real.log_le_log (hw k) h
  rw [Real.log_exp] at hl
  have : Real.log (w k) / β ≤ φ k - effectiveBarrier w φ β := by
    rw [div_le_iff₀ hβ]
    linarith
  linarith

/-- For real weights summing to one, the effective barrier tends to the mean barrier as `β` tends to
zero from above. -/
theorem effectiveBarrier_tendsto_mean (h1 : ∑ i, w i = 1) :
    Tendsto (effectiveBarrier w φ) (𝓝[>] 0) (𝓝 (∑ i, w i * φ i)) := by
  have hZ0 : thermionicFactor w φ 0 = 1 := by simp [thermionicFactor, h1]
  have hZ : HasDerivAt (thermionicFactor w φ) (∑ i, -(w i * φ i)) 0 := by
    refine HasDerivAt.fun_sum fun i _ => ?_
    have h := (((hasDerivAt_id' (0 : ℝ)).fun_neg.mul_const (φ i)).exp).const_mul (w i)
    exact h.congr_deriv (by simp)
  -- the effective barrier is minus the difference quotient of the log-current at β = 0
  have hL := hZ.log (by rw [hZ0]; exact one_ne_zero)
  rw [hZ0, div_one, Finset.sum_neg_distrib] at hL
  have h := ((hasDerivAt_iff_tendsto_slope_zero.1 hL).mono_left
    (nhdsWithin_mono (0 : ℝ) (fun x (hx : 0 < x) => hx.ne'))).neg
  rw [neg_neg] at h
  refine h.congr fun t => ?_
  simp only [zero_add, hZ0, Real.log_one, sub_zero, smul_eq_mul, effectiveBarrier]
  ring

/-- For positive weights summing to one and `k` a patch of smallest barrier, the effective
barrier is at most the mean barrier for `β > 0`, is nonincreasing in `β > 0`, and tends to
`φ k` as `β` grows. -/
theorem effectiveBarrier_main (hw : ∀ i, 0 < w i) (h1 : ∑ i, w i = 1)
    {k : ι} (hk : ∀ i, φ k ≤ φ i) :
    (∀ β, 0 < β → effectiveBarrier w φ β ≤ ∑ i, w i * φ i) ∧
    AntitoneOn (effectiveBarrier w φ) (Set.Ioi 0) ∧
    Tendsto (effectiveBarrier w φ) atTop (𝓝 (φ k)) := by
  refine ⟨?_, ?_, ?_⟩
  · intro β hβ
    by_cases h : ∃ i, φ i ≠ φ k
    · obtain ⟨i, hi⟩ := h
      exact (effectiveBarrier_lt_mean hw h1 hβ hi).le
    · push Not at h
      obtain ⟨c, rfl⟩ : ∃ c, φ = fun _ => c := ⟨φ k, funext h⟩
      rw [effectiveBarrier_uniform h1 hβ, ← Finset.sum_mul, h1, one_mul]
  · by_cases h : ∃ i, φ i ≠ φ k
    · obtain ⟨i, hi⟩ := h
      exact (effectiveBarrier_strictAntiOn hw h1 hi).antitoneOn
    · push Not at h
      obtain ⟨c, rfl⟩ : ∃ c, φ = fun _ => c := ⟨φ k, funext h⟩
      intro a ha b hb _
      rw [effectiveBarrier_uniform h1 ha, effectiveBarrier_uniform h1 hb]
  · -- squeeze between the smallest barrier and the single-patch bound
    have hup : Tendsto (fun β : ℝ => φ k - Real.log (w k) / β) atTop (𝓝 (φ k)) := by
      have h := (tendsto_const_nhds (x := φ k)).sub
        ((tendsto_const_nhds (x := Real.log (w k))).div_atTop (tendsto_id (α := ℝ)))
      simpa using h
    refine tendsto_of_tendsto_of_tendsto_of_le_of_le' tendsto_const_nhds hup ?_ ?_
    · filter_upwards [eventually_gt_atTop (0 : ℝ)] with β hβ
      by_contra! hlt
      have hle : ∑ i, w i * Real.exp (-β * (φ i - φ k)) ≤ ∑ i, w i := by
        refine Finset.sum_le_sum fun i _ => mul_le_of_le_one_right (hw i).le ?_
        rw [Real.exp_le_one_iff]
        nlinarith [mul_nonneg hβ.le (sub_nonneg.2 (hk i))]
      rw [relative_current hw h1 hβ, h1, Real.exp_le_one_iff] at hle
      exact absurd (mul_pos hβ (sub_pos.2 hlt)) (not_lt_of_ge hle)
    · filter_upwards [eventually_gt_atTop (0 : ℝ)] with β hβ
      exact effectiveBarrier_le_patch hw h1 hβ k

end

end InhomogeneousSchottky
```

```lean
#print axioms InhomogeneousSchottky.effectiveBarrier_le_patch
#print axioms InhomogeneousSchottky.effectiveBarrier_tendsto_mean
#print axioms InhomogeneousSchottky.effectiveBarrier_main
```

```
'InhomogeneousSchottky.effectiveBarrier_le_patch' depends on axioms: [propext, Classical.choice, Quot.sound]
'InhomogeneousSchottky.effectiveBarrier_tendsto_mean' depends on axioms: [propext, Classical.choice, Quot.sound]
'InhomogeneousSchottky.effectiveBarrier_main' depends on axioms: [propext, Classical.choice, Quot.sound]
```

## Guarantees for independent patches, and their limits

The finite type `ι` labels patches, and `w` and `φ` are their real weights and barriers. `thermionicFactor` is $Z$, without the Richardson prefactor, and `effectiveBarrier` is $F$. In `effectiveBarrier_main`, `hk` says that patch `k` has the smallest barrier. The conclusion joins the mean bound, `AntitoneOn` over `Set.Ioi 0` (nonincreasing for $\beta>0$) and the limit at `atTop`. The strict theorems assume `φ i ≠ φ j` for some pair.

`relative_current` proves (1), and `effectiveBarrier_lt` turns a sum above one into a bound on $F$. The two strict theorems then compare sums term by term with `Finset.sum_lt_sum`, which needs one strict term; Bernoulli's inequality enters as `one_add_mul_self_lt_rpow_one_add`. `effectiveBarrier_le_patch` keeps one term of the sum. The main theorem splits into uniform and non-uniform contacts, then squeezes for the cold limit, with the lower bound obtained by contradiction. `effectiveBarrier_tendsto_mean` reads the hot limit from a difference quotient.

A real contact may violate the assumption that patches conduct independently: potential pinch-off by neighbouring patches would change the barriers themselves. Tunnelling, which can dominate the current at low temperature, is left out, as are continuous barrier distributions and floating-point error. Finally, $F$ is defined from the current at one temperature. The slope of a Richardson plot gives $F+\beta F'$ instead, which differs from $F$ when the barriers do.
